# Donor freeze-out: for $N_D, K > 0$ the equation $n^2 = K(N_D - n)$ has exactly one positive root

## Half of the donors ionized

A semiconductor contains donors of density $N_D$. Each donor either holds its electron and is neutral, or has given it to the conduction band and is positively charged. If no other charges are present, neutrality makes the density $n$ of conduction electrons equal to the density of ionized donors, and $N_D - n$ donors are neutral.

At a fixed temperature, and with conduction electrons dilute enough for Boltzmann statistics, ionization and capture balance when the product of the electron density and the ionized-donor density is a constant $K$ times the density of neutral donors. Both factors of the product are $n$, so

$$n^2 = K\,(N_D - n).$$

Take $K = N_D/2$. Then $n = N_D/2$ is a solution, since both sides equal $N_D^2/4$: half of the donors are ionized. The other root of the quadratic is $-N_D$, which is no density. If $K$ is made smaller, as happens on cooling, the right side shrinks and $n$ must fall with it; the electrons return to the donors, which is freeze-out.

## From occupation statistics to the constant $K$

The equation follows from two occupation laws. Let $\mu$ be the chemical potential, $\beta$ the inverse temperature, $E_c$ the edge of the conduction band and $N_c$ its effective density of states. In Boltzmann statistics

$$n = N_c\, e^{\beta(\mu - E_c)}.$$

For donors with one level $E_d$ and degeneracy factor $g$, the ionized density is

$$N_D^+ = \frac{N_D}{1 + g\,e^{\beta(\mu - E_d)}}.$$

The constant that connects them is

$$K = \frac{N_c}{g}\, e^{-\beta(E_c - E_d)}.$$

It compares the states available in the band with those on a donor, weighted by the cost $E_c - E_d$ of ionization.

## What is stated

For $N_D, K > 0$ put

$$n_* = \frac{2N_D}{1 + \sqrt{1 + 4N_D/K}}.$$

The theorems say the following.

- The number $n_*$ lies strictly between $0$ and $N_D$, and a positive $n$ solves $n^2 = K(N_D - n)$ exactly when $n = n_*$ (`freezeOut`).
- For positive $N_c$, $g$ and $N_D$, the densities of electrons and ionized donors agree at a given $\mu$ exactly when the electron density is $n_*$ (`neutrality_iff_carrierDensity`).
- The density obeys $n_* < \min(N_D, \sqrt{K N_D})$ (`carrierDensity_lt_min`), and the neutral donors obey $N_D - n_* < N_D^2/K$ (`neutralDonors_lt`).
- At fixed $N_D$, $n_* \to N_D$ as $K \to \infty$ (`tendsto_fullIonization`), and $n_*/\sqrt{K N_D} \to 1$ as $K \to 0$ from above (`tendsto_freezeOut`).

In the code, `electronDensity`, `ionizedDonors` and `ionizationConstant` are the three expressions of the previous part, and `carrierDensity ND K` is $n_*$. All quantities are real numbers, so the densities are understood in one common unit. `Set.Ioo 0 ND` is the open interval $(0, N_D)$. In the limits, `atTop` means that $K$ grows without bound, and `𝓝[>] 0` means that $K$ approaches zero through positive values.

The model has no holes, no acceptors and no excited donor levels, and the donors do not interact. Boltzmann statistics requires a chemical potential well below the band edge. The signs of $\beta$ and $E_c - E_d$ are left free, because the algebra does not use them. The neutrality theorem tests a given $\mu$; it does not say that a neutral $\mu$ exists.

The limits are taken in $K$, not in temperature. Cooling a crystal with $E_c > E_d$ drives $K$ to zero. On heating, the exponential factor only approaches one, so a large $K$ relies on a large ratio $N_c/(g N_D)$.

For this uncompensated, single-level, nondegenerate model, the closed formula can serve as a reference value for a numerical solver of the neutrality condition.

## The derivation

**Eliminating the chemical potential.** Write $y = g\,e^{\beta(\mu - E_d)}$. Then

$$K y = N_c\, e^{-\beta(E_c - E_d)}\, e^{\beta(\mu - E_d)} = N_c\, e^{\beta(\mu - E_c)} = n.$$

Neutrality reads $n = N_D/(1+y)$. Since $1 + y > 0$, this is equivalent to $n + ny = N_D$, or $ny = N_D - n$. Multiplying by $K > 0$ and using $Ky = n$ gives $n^2 = K(N_D - n)$. Each step can be reversed.

**The formula solves the equation.** Let $s = \sqrt{1 + 4N_D/K}$. Then $K(s^2 - 1) = 4N_D$ and $n_*(1+s) = 2N_D$. Multiply both sides of the equation by $(1+s)^2$. The left side becomes

$$n_*^2(1+s)^2 = 4N_D^2,$$

and the right side becomes

$$K N_D(1+s)^2 - 2K N_D(1+s) = K N_D(1+s)(s-1) = K N_D(s^2-1) = 4N_D^2.$$

They agree, and $(1+s)^2$ is nonzero, so it may be cancelled.

**Range and uniqueness.** The formula is positive. If $n_* \ge N_D$, the right side of the equation would be at most zero while $n_*^2 > 0$; hence $n_* < N_D$. Let $n$ be another positive solution. Subtracting the two equations gives $n^2 - n_*^2 = -K(n - n_*)$, that is,

$$(n - n_*)(n + n_* + K) = 0.$$

The second factor is positive, so $n = n_*$.

**The bounds.** From $n_*^2 = K N_D - K n_* < K N_D$ follows $n_* < \sqrt{K N_D}$. From $K(N_D - n_*) = n_*^2 < N_D^2$ follows $N_D - n_* < N_D^2/K$.

## The two limits

For large $K$ the bounds enclose the density:

$$N_D - \frac{N_D^2}{K} < n_* < N_D.$$

Both ends tend to $N_D$, which is full ionization. At $K = 100\,N_D$ the formula gives $n_* \approx 0.990\,N_D$.

For small $K$, the bounds $0 < n_* < \sqrt{K N_D}$ first show that $n_* \to 0$. Dividing the mass-action equation by $K N_D$ and taking the root gives

$$\frac{n_*}{\sqrt{K N_D}} = \sqrt{1 - \frac{n_*}{N_D}} \;\longrightarrow\; 1.$$

At $K = N_D/100$ the ratio is about $0.951$. Since $\sqrt{K}$ contains $e^{-\beta(E_c - E_d)/2}$, the exponential factor in the freeze-out density carries half of the ionization energy. This holds for the present model, which has no acceptors.

## The Lean file

```lean
import Mathlib

open Filter Topology

namespace DonorFreezeOut

noncomputable section

/-- Density of conduction electrons in Boltzmann statistics, with effective density of states
`Nc`, band edge `Ec`, inverse temperature `β` and chemical potential `μ`. -/
def electronDensity (Nc Ec β μ : ℝ) : ℝ := Nc * Real.exp (β * (μ - Ec))

/-- Density of ionized donors among `ND` donors with level `Ed` and degeneracy factor `g`,
for `g ≥ 0`. -/
def ionizedDonors (ND g Ed β μ : ℝ) : ℝ := ND / (1 + g * Real.exp (β * (μ - Ed)))

/-- The mass-action constant of donor ionization, for `g ≠ 0`. -/
def ionizationConstant (Nc g Ec Ed β : ℝ) : ℝ := Nc / g * Real.exp (-(β * (Ec - Ed)))

/-- The closed formula for the electron density with `ND` donors and ionization constant `K`,
for `ND ≥ 0` and `K > 0`. -/
def carrierDensity (ND K : ℝ) : ℝ := 2 * ND / (1 + √(1 + 4 * ND / K))

/-- For positive `Nc` and `g`, the electron density equals the density of ionized donors
exactly when it satisfies the mass-action equation `n² = K (ND - n)`. -/
theorem neutrality_iff_massAction {Nc g : ℝ} (hNc : 0 < Nc) (hg : 0 < g)
    (ND Ec Ed β μ : ℝ) :
    electronDensity Nc Ec β μ = ionizedDonors ND g Ed β μ ↔
      electronDensity Nc Ec β μ ^ 2 =
        ionizationConstant Nc g Ec Ed β * (ND - electronDensity Nc Ec β μ) := by
  have hK : ionizationConstant Nc g Ec Ed β ≠ 0 := by
    unfold ionizationConstant
    positivity
  -- the chemical potential is eliminated through n = K g exp(β (μ - Ed))
  have hn : electronDensity Nc Ec β μ =
      ionizationConstant Nc g Ec Ed β * (g * Real.exp (β * (μ - Ed))) := by
    have hb : Real.exp (β * (μ - Ec)) =
        Real.exp (-(β * (Ec - Ed))) * Real.exp (β * (μ - Ed)) := by
      rw [← Real.exp_add]
      congr 1
      ring
    have hc : Nc / g * g = Nc := div_mul_cancel₀ _ hg.ne'
    unfold electronDensity ionizationConstant
    rw [hb]
    linear_combination
      (-(Real.exp (-(β * (Ec - Ed))) * Real.exp (β * (μ - Ed)))) * hc
  have hden : 1 + g * Real.exp (β * (μ - Ed)) ≠ 0 := by positivity
  unfold ionizedDonors
  rw [eq_div_iff hden]
  constructor
  · intro h
    linear_combination ionizationConstant Nc g Ec Ed β * h + electronDensity Nc Ec β μ * hn
  · intro h
    apply mul_left_cancel₀ hK
    linear_combination h - electronDensity Nc Ec β μ * hn

/-- For positive `ND` and any real `K` the closed formula gives a positive number. -/
theorem carrierDensity_pos {ND K : ℝ} (hD : 0 < ND) : 0 < carrierDensity ND K := by
  unfold carrierDensity
  positivity

/-- For positive `ND` and `K` the closed formula solves the mass-action equation. -/
theorem carrierDensity_sq {ND K : ℝ} (hD : 0 < ND) (hK : 0 < K) :
    carrierDensity ND K ^ 2 = K * (ND - carrierDensity ND K) := by
  have hs : √(1 + 4 * ND / K) ^ 2 = 1 + 4 * ND / K := Real.sq_sqrt (by positivity)
  have hden : 1 + √(1 + 4 * ND / K) ≠ 0 := by positivity
  have hn : carrierDensity ND K * (1 + √(1 + 4 * ND / K)) = 2 * ND :=
    div_mul_cancel₀ _ hden
  have hc : K * (4 * ND / K) = 4 * ND := by field_simp
  generalize √(1 + 4 * ND / K) = s at hs hden hn
  have hKs : K * (s ^ 2 - 1) = 4 * ND := by
    rw [hs, add_sub_cancel_left, hc]
  -- clear the denominator 1 + s
  apply mul_right_cancel₀ (pow_ne_zero 2 hden)
  linear_combination
    (carrierDensity ND K * (1 + s) + 2 * ND + K * (1 + s)) * hn - ND * hKs

/-- Donor freeze-out: for positive `ND` and `K` the closed formula lies strictly between `0`
and `ND`, and it is the only positive solution of `n² = K (ND - n)`. -/
theorem freezeOut {ND K : ℝ} (hD : 0 < ND) (hK : 0 < K) :
    carrierDensity ND K ∈ Set.Ioo 0 ND ∧
      ∀ n : ℝ, 0 < n → (n ^ 2 = K * (ND - n) ↔ n = carrierDensity ND K) := by
  have hp := carrierDensity_pos (K := K) hD
  have he := carrierDensity_sq hD hK
  refine ⟨⟨hp, ?_⟩, fun n hn => ⟨fun h => ?_, fun h => ?_⟩⟩
  · by_contra hlt
    have hle : ND ≤ carrierDensity ND K := not_lt.mp hlt
    nlinarith [mul_nonneg hK.le (sub_nonneg.2 hle), pow_pos hp 2]
  · -- the difference of two roots is multiplied by a positive factor
    have hf : n + carrierDensity ND K + K ≠ 0 := by positivity
    have hz : (n - carrierDensity ND K) * (n + carrierDensity ND K + K) = 0 := by
      linear_combination h - he
    exact sub_eq_zero.1 ((mul_eq_zero.1 hz).resolve_right hf)
  · rw [h]
    exact he

/-- For positive `Nc`, `g` and `ND`, the electron density equals the density of ionized donors
exactly when it is given by the closed formula. -/
theorem neutrality_iff_carrierDensity {Nc g ND : ℝ} (hNc : 0 < Nc) (hg : 0 < g)
    (hD : 0 < ND) (Ec Ed β μ : ℝ) :
    electronDensity Nc Ec β μ = ionizedDonors ND g Ed β μ ↔
      electronDensity Nc Ec β μ =
        carrierDensity ND (ionizationConstant Nc g Ec Ed β) := by
  have hK : 0 < ionizationConstant Nc g Ec Ed β := by
    unfold ionizationConstant
    positivity
  have hn : 0 < electronDensity Nc Ec β μ := by
    unfold electronDensity
    positivity
  rw [neutrality_iff_massAction hNc hg]
  exact (freezeOut hD hK).2 _ hn

/-- For positive `ND` and `K` the electron density is strictly below both the donor density
and `√(K ND)`. -/
theorem carrierDensity_lt_min {ND K : ℝ} (hD : 0 < ND) (hK : 0 < K) :
    carrierDensity ND K < min ND (√(K * ND)) := by
  refine lt_min (freezeOut hD hK).1.2 (Real.lt_sqrt_of_sq_lt ?_)
  nlinarith [carrierDensity_sq hD hK, mul_pos hK (carrierDensity_pos (K := K) hD)]

/-- For positive `ND` and `K` the density of donors that stay neutral, `ND - n`, is less
than `ND² / K`. -/
theorem neutralDonors_lt {ND K : ℝ} (hD : 0 < ND) (hK : 0 < K) :
    ND - carrierDensity ND K < ND ^ 2 / K := by
  obtain ⟨hp, hlt⟩ := (freezeOut hD hK).1
  rw [lt_div_iff₀ hK]
  nlinarith [carrierDensity_sq hD hK]

/-- Full ionization: for `ND > 0` the electron density tends to the donor density as `K`
grows without bound. -/
theorem tendsto_fullIonization {ND : ℝ} (hD : 0 < ND) :
    Tendsto (fun K => carrierDensity ND K) atTop (𝓝 ND) := by
  have h : Tendsto (fun K : ℝ => ND ^ 2 / K) atTop (𝓝 0) :=
    tendsto_const_nhds.div_atTop tendsto_id
  have h2 := h.const_sub ND
  rw [sub_zero] at h2
  refine tendsto_of_tendsto_of_tendsto_of_le_of_le' h2 tendsto_const_nhds ?_ ?_
  · filter_upwards [eventually_gt_atTop (0 : ℝ)] with K hK
    linarith [neutralDonors_lt hD hK]
  · filter_upwards [eventually_gt_atTop (0 : ℝ)] with K hK
    exact (freezeOut hD hK).1.2.le

/-- Freeze-out limit: for `ND > 0` the ratio of the electron density to `√(K ND)` tends to
one as `K` tends to zero from above. -/
theorem tendsto_freezeOut {ND : ℝ} (hD : 0 < ND) :
    Tendsto (fun K => carrierDensity ND K / √(K * ND)) (𝓝[>] 0) (𝓝 1) := by
  have hc : Continuous (fun K : ℝ => √(K * ND)) := by fun_prop
  have hs : Tendsto (fun K : ℝ => √(K * ND)) (𝓝[>] 0) (𝓝 (√(0 * ND))) :=
    (hc.tendsto 0).mono_left nhdsWithin_le_nhds
  rw [zero_mul, Real.sqrt_zero] at hs
  -- the density itself vanishes in the limit
  have hn : Tendsto (fun K => carrierDensity ND K) (𝓝[>] 0) (𝓝 0) := by
    refine tendsto_of_tendsto_of_tendsto_of_le_of_le' tendsto_const_nhds hs ?_ ?_
    · exact Eventually.of_forall fun K => (carrierDensity_pos hD).le
    · filter_upwards [self_mem_nhdsWithin] with K hK
      exact ((carrierDensity_lt_min hD hK).trans_le (min_le_right _ _)).le
  have h := ((hn.div_const ND).const_sub 1).sqrt
  rw [zero_div, sub_zero, Real.sqrt_one] at h
  refine h.congr' ?_
  filter_upwards [self_mem_nhdsWithin] with K hK
  have hK' : 0 < K := hK
  -- the mass-action equation divided by K ND
  have e : carrierDensity ND K / ND * ND = carrierDensity ND K :=
    div_mul_cancel₀ _ hD.ne'
  have hq : 1 - carrierDensity ND K / ND = carrierDensity ND K ^ 2 / (K * ND) := by
    rw [eq_div_iff (mul_pos hK' hD).ne', carrierDensity_sq hD hK']
    linear_combination (-K) * e
  rw [hq, Real.sqrt_div (sq_nonneg _), Real.sqrt_sq (carrierDensity_pos hD).le]

end

end DonorFreezeOut
```

```lean
#print axioms DonorFreezeOut.freezeOut
#print axioms DonorFreezeOut.neutrality_iff_carrierDensity
#print axioms DonorFreezeOut.tendsto_fullIonization
#print axioms DonorFreezeOut.tendsto_freezeOut
```

```
'DonorFreezeOut.freezeOut' depends on axioms: [propext, Classical.choice, Quot.sound]
'DonorFreezeOut.neutrality_iff_carrierDensity' depends on axioms: [propext, Classical.choice, Quot.sound]
'DonorFreezeOut.tendsto_fullIonization' depends on axioms: [propext, Classical.choice, Quot.sound]
'DonorFreezeOut.tendsto_freezeOut' depends on axioms: [propext, Classical.choice, Quot.sound]
```

## From the occupation laws to one root

`neutrality_iff_massAction` carries out the elimination of $\mu$. Its intermediate result `hn` is $n = K g\,e^{\beta(\mu - E_d)}$, obtained by splitting the exponential with `Real.exp_add`. The lemma `eq_div_iff` then clears the denominator of the donor law. The two directions of the equivalence are multiplication by $K$ and its cancellation with `mul_left_cancel₀`.

`carrierDensity_sq` verifies the closed formula. The facts `hKs` and `hn` are $K(s^2-1) = 4N_D$ and $n_*(1+s) = 2N_D$, and `mul_right_cancel₀` removes the factor $(1+s)^2$ introduced in the derivation.

In `freezeOut`, the upper bound is proved by contradiction: `nlinarith` receives $K(n_* - N_D) \ge 0$ and $n_*^2 > 0$, which conflict with the equation. Uniqueness uses the factorization `hz` and the nonvanishing of the second factor, `hf`. `neutrality_iff_carrierDensity` then joins the two equivalences, after noting that an electron density with $N_c > 0$ is positive.

## `linear_combination` as a record of the algebra

The algebraic steps rest on the tactic `linear_combination`. It proves an equation from known equations, once it is told what to multiply each of them by. It subtracts the weighted sum from the goal and asks `ring` to confirm that what remains is an identity.

The uniqueness step shows it at its simplest. Here `h` is the equation for $n$ and `he` the equation for $n_*$. The instruction `linear_combination h - he` says that the factorized equation is their difference, which is the subtraction done by hand. In `carrierDensity_sq` the coefficients are longer, but they play the same role: they state how often each of the two relations for $s$ and $n_*$ is used.

The tactic does not search for coefficients, and `ring` does not cancel a variable against its inverse without knowing that the variable is nonzero. Such cancellations are therefore proved beforehand and supplied as equations. In the neutrality proof, `hc` states $(N_c/g)\,g = N_c$. In the proof for the closed formula, `hs` supplies the square of the root, and `generalize` then replaces the root by the letter `s`, so that the final check concerns polynomials only.

## Bounds and limits in Lean

`carrierDensity_lt_min` and `neutralDonors_lt` pass the mass-action equation and the known signs to `nlinarith`, after `Real.lt_sqrt_of_sq_lt` and `lt_div_iff₀` have removed the root and the quotient.

Both limits use the squeeze theorem, `tendsto_of_tendsto_of_tendsto_of_le_of_le'`, which needs its inequalities only for $K$ sufficiently far along in the limit. For full ionization, `eventually_gt_atTop` supplies $K > 0$, and the lower bound is `neutralDonors_lt` rearranged.

For freeze-out, the squeeze gives $n_* \to 0$. Its lower bound holds for every real $K$, because Lean's square root is never negative and `carrierDensity_pos` thus needs only $N_D > 0$. Continuity then gives $\sqrt{1 - n_*/N_D} \to 1$. The equation `hq` is the mass-action equation divided by $K N_D$, and `congr'` uses it to exchange this root for the ratio $n_*/\sqrt{K N_D}$ at positive $K$.
